# On an even periodic square grid, the diagonal Laplacian annihilates exactly the combinations of the constant and the checkerboard

Suppose an electrostatic potential is computed from a charge density on a doubly periodic n × n grid, with the Laplacian discretised through the four diagonal neighbours of each point. The potential is determined only up to a constant, so its mean is set to zero. If n is even, the linear system is still singular: a pattern that alternates in sign from each point to its nearest neighbours can be added to any solution, with any amplitude, and the discrete equation doesn't notice. The computed potential may then carry an oscillation at the scale of the grid that the charge density did not put there.

Two solutions for the same charge density differ by a function that the stencil sends to zero, so these functions describe the whole ambiguity. For even n these zero modes form a two-dimensional space, spanned by the constant and the checkerboard. To make the solution of a Poisson problem with this stencil unique on such a grid, two amplitudes must therefore be fixed, not one. A solution exists only if the charge density sums to zero on each colour of the checkerboard separately, because the output of the stencil always does; overall neutrality is not enough.

```lean
import Mathlib

open ComplexConjugate

namespace DiagonalLaplacian

noncomputable section
```

## The stencil and its periodic grid

Label the grid points p = (i, j), with both coordinates taken modulo n, and let u be a complex function on the grid. The diagonal Laplacian L is

(Lu)(p) = u(p + (1,1)) + u(p + (1,−1)) + u(p + (−1,1)) + u(p + (−1,−1)) − 4u(p).

For grid spacing h, the usual approximation to ∇²u is Lu/(2h²). The prefactor is left out here, since it does not affect which functions are sent to zero.

In Lean the grid is `ZMod n × ZMod n`, whose addition wraps around at the edges, so the periodic boundary conditions are part of the type. `diagLaplacian n` is L as a complex-linear map; the two fields after the formula verify linearity. The results concern this finite matrix. The step from it to the continuum Poisson equation, meaning how well a grid solution approximates a smooth potential, needs a separate error estimate.

```lean
/-- The diagonal Laplacian on a doubly periodic grid: the sum of `u` over the four
diagonal neighbours minus `4 u`. -/
def diagLaplacian (n : ℕ) : (ZMod n × ZMod n → ℂ) →ₗ[ℂ] (ZMod n × ZMod n → ℂ) where
  toFun u p := u (p + (1, 1)) + u (p + (1, -1)) + u (p + (-1, 1)) + u (p + (-1, -1)) - 4 * u p
  map_add' u v := by
    funext p
    simp only [Pi.add_apply]
    ring
  map_smul' c u := by
    funext p
    simp only [Pi.smul_apply, smul_eq_mul, RingHom.id_apply]
    ring
```

## The checkerboard

A diagonal step changes i + j by 0 or ±2. Away from the edges, the stencil therefore couples only points of the same colour on a chessboard, which suggests the second zero mode

χ(i, j) = (−1)^(i+j).

An exponent needs an integer, not a residue class, so `checkerboard` uses `val`, which picks the representative 0, …, n−1 of each coordinate. Whether the pattern fits together across the boundary depends on n. Both χ and the constant 1 are unnormalised: each has norm n, and dividing by n gives unit vectors.

```lean
/-- The checkerboard `(-1)^(i+j)`, with the coordinates represented by `0, ..., n-1`
when `n` is positive. -/
def checkerboard (n : ℕ) (p : ZMod n × ZMod n) : ℂ := (-1) ^ (p.1.val + p.2.val)
```

## Summation by parts along one shift

Take any shift d and expand the squared difference:

|u(p+d) − u(p)|² = |u(p+d)|² + |u(p)|² − conj(u(p)) u(p+d) − conj(u(p+d)) u(p).

Now sum over p. Translating the whole grid by d only reorders a sum, so

Σ |u(p+d)|² = Σ |u(p)|²,

Σ conj(u(p+d)) u(p) = Σ conj(u(p)) u(p−d).

Substituting both gives

Σ conj(u(p)) [u(p+d) + u(p−d) − 2u(p)] = −Σ |u(p+d) − u(p)|².

There is no boundary term, because a periodic grid has no boundary. The lemma is stated for any finite abelian group `G`. Its `h2` and `h1` are the two translation identities, in that order, and `key` is the expansion before they are used. The right-hand side is a real sum regarded as a complex number.

```lean
/-- Summation by parts on a finite abelian group: the second difference along a shift `d`,
paired with `u`, is minus the sum of the squared differences along `d`. -/
theorem shift_energy {G : Type*} [AddCommGroup G] [Fintype G] (u : G → ℂ) (d : G) :
    ∑ p, conj (u p) * (u (p + d) + u (p - d) - 2 * u p)
      = -((∑ p, ‖u (p + d) - u p‖ ^ 2 : ℝ) : ℂ) := by
  have shift : ∀ f : G → ℂ, ∑ p, f (p + d) = ∑ p, f p :=
    fun f => Equiv.sum_comp (Equiv.addRight d) f
  have h1 : ∑ p, conj (u (p + d)) * u p = ∑ p, conj (u p) * u (p - d) := by
    have h := shift (fun p => conj (u p) * u (p - d))
    simpa only [add_sub_cancel_right] using h
  have h2 : ∑ p, conj (u (p + d)) * u (p + d) = ∑ p, conj (u p) * u p :=
    shift (fun p => conj (u p) * u p)
  have h3 : ∀ z : ℂ, ((‖z‖ ^ 2 : ℝ) : ℂ) = conj z * z := fun z => by
    rw [← Complex.normSq_eq_norm_sq, Complex.normSq_eq_conj_mul_self]
  -- the two sides differ only by sums that a translation of the grid cancels
  have key : ∑ p, conj (u p) * (u (p + d) + u (p - d) - 2 * u p)
      + ∑ p, ((‖u (p + d) - u p‖ ^ 2 : ℝ) : ℂ)
      = (∑ p, conj (u p) * u (p - d) - ∑ p, conj (u (p + d)) * u p)
        + (∑ p, conj (u (p + d)) * u (p + d) - ∑ p, conj (u p) * u p) := by
    rw [← Finset.sum_add_distrib, ← Finset.sum_sub_distrib, ← Finset.sum_sub_distrib,
      ← Finset.sum_add_distrib]
    refine Finset.sum_congr rfl fun p _ => ?_
    rw [h3, map_sub]
    ring
  rw [Complex.ofReal_sum]
  linear_combination key - h1 + h2
```

## The energy of the diagonal stencil

The four neighbours form two opposite pairs, ±(1,1) and ±(1,−1), so L is the sum of two second differences. Applying the previous identity to each gives

Σ conj(u(p)) (Lu)(p) = −Σ ( |u(p+(1,1)) − u(p)|² + |u(p+(1,−1)) − u(p)|² ).

In the proof, `e1` and `e2` identify the backward steps, and `split` separates the two directions.

```lean
/-- Energy identity for nonzero `n`, where the grid is finite: the diagonal Laplacian paired with
`u` is minus the sum of the squared differences of `u` along the two diagonals. -/
theorem diagLaplacian_energy {n : ℕ} [NeZero n] (u : ZMod n × ZMod n → ℂ) :
    ∑ p, conj (u p) * diagLaplacian n u p
      = -((∑ p, (‖u (p + (1, 1)) - u p‖ ^ 2 + ‖u (p + (1, -1)) - u p‖ ^ 2) : ℝ) : ℂ) := by
  have e1 : ∀ p : ZMod n × ZMod n, p - (1, 1) = p + (-1, -1) := fun p =>
    Prod.ext (by simp [sub_eq_add_neg]) (by simp [sub_eq_add_neg])
  have e2 : ∀ p : ZMod n × ZMod n, p - (1, -1) = p + (-1, 1) := fun p =>
    Prod.ext (by simp [sub_eq_add_neg]) (by simp [sub_eq_add_neg])
  have split : ∑ p, conj (u p) * diagLaplacian n u p
      = ∑ p, conj (u p) * (u (p + (1, 1)) + u (p - (1, 1)) - 2 * u p)
        + ∑ p, conj (u p) * (u (p + (1, -1)) + u (p - (1, -1)) - 2 * u p) := by
    rw [← Finset.sum_add_distrib]
    refine Finset.sum_congr rfl fun p _ => ?_
    rw [e1, e2]
    simp only [diagLaplacian, LinearMap.coe_mk, AddHom.coe_mk]
    ring
  rw [split, shift_energy, shift_energy, Finset.sum_add_distrib, Complex.ofReal_add]
  ring
```

## Zero modes are unchanged by diagonal steps

If Lu = 0, the left-hand side vanishes. A sum of non-negative terms that is zero has every term zero, hence

u(p+(1,1)) = u(p) and u(p+(1,−1)) = u(p) for every p.

Conversely, if these hold at every point, applying them at p+(−1,−1) and at p+(−1,1) shows that the other two neighbours also carry the value u(p). The stencil then gives 4u(p) − 4u(p) = 0. The two halves of the Lean proof are these two directions; `a` and `b` in the second half are the backward steps.

```lean
/-- For nonzero `n`, a grid function is a zero mode of the diagonal Laplacian exactly when it is
unchanged by a step along either diagonal. -/
theorem zero_mode_iff {n : ℕ} [NeZero n] (u : ZMod n × ZMod n → ℂ) :
    diagLaplacian n u = 0 ↔ ∀ p, u (p + (1, 1)) = u p ∧ u (p + (1, -1)) = u p := by
  constructor
  · intro hu p
    have E := diagLaplacian_energy u
    simp only [hu, Pi.zero_apply, mul_zero, Finset.sum_const_zero] at E
    have hs := Complex.ofReal_eq_zero.mp (neg_eq_zero.mp E.symm)
    -- a vanishing sum of squares vanishes term by term
    have hp : ‖u (p + (1, 1)) - u p‖ ^ 2 + ‖u (p + (1, -1)) - u p‖ ^ 2 = 0 :=
      (Finset.sum_eq_zero_iff_of_nonneg (fun q _ => by positivity)).mp hs p (Finset.mem_univ p)
    have q1 := sq_nonneg ‖u (p + (1, 1)) - u p‖
    have q2 := sq_nonneg ‖u (p + (1, -1)) - u p‖
    have z1 : ‖u (p + (1, 1)) - u p‖ ^ 2 = 0 := by linarith
    have z2 : ‖u (p + (1, -1)) - u p‖ ^ 2 = 0 := by linarith
    exact ⟨sub_eq_zero.mp (norm_eq_zero.mp ((pow_eq_zero_iff two_ne_zero).mp z1)),
      sub_eq_zero.mp (norm_eq_zero.mp ((pow_eq_zero_iff two_ne_zero).mp z2))⟩
  · intro h
    funext p
    have a := (h (p + (-1, -1))).1
    have b := (h (p + (-1, 1))).2
    rw [show p + (-1, -1) + (1, 1) = p by rw [add_assoc, Prod.mk_add_mk]; simp] at a
    rw [show p + (-1, 1) + (1, -1) = p by rw [add_assoc, Prod.mk_add_mk]; simp] at b
    simp only [diagLaplacian, LinearMap.coe_mk, AddHom.coe_mk, Pi.zero_apply]
    linear_combination (h p).1 + (h p).2 - a - b
```

## Two values determine the whole function

Let u be unchanged by both diagonal steps. The step (1,−1) leads from (a, b+1) to (a+1, b), so repeated steps slide any point to the column i = 0:

u(a, b) = u(0, a+b).

Within that column, a step (1,−1) from (0, k+2) and a step (1,1) from (0, k) both arrive at (1, k+1). Therefore

u(0, k+2) = u(1, k+1) = u(0, k),

and the column repeats with period two. With

α = (u(0,0) + u(0,1))/2 and β = (u(0,0) − u(0,1))/2,

this says

u(a, b) = α + β(−1)^(a+b).

Here a and b are natural numbers, reduced modulo n only when u is evaluated, and no parity of n has been assumed. The inductions `row` and `col` carry out the two parts. The second proves the formula for k and k+1 together, because the recurrence reaches back two places.

```lean
/-- A function unchanged by diagonal steps is a constant plus a multiple of `(-1)^(a+b)` at
the grid point with natural-number coordinates `a`, `b`; both coefficients are read off from
two neighbouring points. -/
theorem diagonal_invariant_form {n : ℕ} {u : ZMod n × ZMod n → ℂ}
    (h : ∀ p, u (p + (1, 1)) = u p ∧ u (p + (1, -1)) = u p) (a b : ℕ) :
    u ((a : ZMod n), (b : ZMod n))
      = (u (0, 0) + u (0, 1)) / 2 + (u (0, 0) - u (0, 1)) / 2 * (-1) ^ (a + b) := by
  -- slide along an antidiagonal to the column `i = 0`
  have row : ∀ a b : ℕ, u ((a : ZMod n), (b : ZMod n)) = u (0, ((a + b : ℕ) : ZMod n)) := by
    intro a
    induction a with
    | zero => intro b; rw [Nat.cast_zero, zero_add]
    | succ a ih =>
      intro b
      have e : ((a : ZMod n), ((b + 1 : ℕ) : ZMod n)) + (1, -1)
          = (((a + 1 : ℕ) : ZMod n), (b : ZMod n)) := by
        rw [Prod.mk_add_mk]
        congr 1 <;> push_cast <;> ring
      rw [← e, (h _).2, ih (b + 1), show a + (b + 1) = a + 1 + b by omega]
  -- in that column the values repeat with period two
  have col : ∀ k : ℕ,
      u (0, (k : ZMod n)) = (u (0, 0) + u (0, 1)) / 2 + (u (0, 0) - u (0, 1)) / 2 * (-1) ^ k ∧
      u (0, ((k + 1 : ℕ) : ZMod n))
        = (u (0, 0) + u (0, 1)) / 2 + (u (0, 0) - u (0, 1)) / 2 * (-1) ^ (k + 1) := by
    intro k
    induction k with
    | zero =>
      constructor
      · rw [Nat.cast_zero, pow_zero]; ring
      · rw [zero_add, Nat.cast_one, pow_one]; ring
    | succ k ih =>
      refine ⟨ih.2, ?_⟩
      have e : ((0 : ZMod n), ((k + 1 + 1 : ℕ) : ZMod n)) + (1, -1)
          = (0, (k : ZMod n)) + (1, 1) := by
        rw [Prod.mk_add_mk, Prod.mk_add_mk]
        congr 1
        push_cast
        ring
      rw [← (h (0, ((k + 1 + 1 : ℕ) : ZMod n))).2, e, (h _).1, ih.1]
      ring
  rw [row, (col _).1]
```

## The sign survives the wrap when n is even

Inside the grid, moving from a to a+1 flips (−1)^a. At the edge the representative jumps from n−1 to 0. For even n, n−1 is odd and 0 is even, so the sign flips there too. Lean treats both cases at once by comparing the representatives modulo 2, which is legitimate because 2 divides n.

```lean
/-- On a periodic line with an even number of points, the alternating sign flips at every
step, including the step across the boundary. -/
theorem sign_step {n : ℕ} [NeZero n] (hn : Even n) (a : ZMod n) :
    (-1 : ℂ) ^ (a + 1).val = -(-1) ^ a.val := by
  have h : (a + 1).val % 2 = (a.val + 1) % 2 := by
    rw [ZMod.val_add, ZMod.val_one_eq_one_mod, Nat.add_mod_mod,
      Nat.mod_mod_of_dvd _ hn.two_dvd]
  rcases Nat.even_or_odd a.val with ha | ha
  · have hb : Odd (a + 1).val := by rw [Nat.odd_iff]; rw [Nat.even_iff] at ha; omega
    rw [hb.neg_one_pow, ha.neg_one_pow]
  · have hb : Even (a + 1).val := by rw [Nat.even_iff]; rw [Nat.odd_iff] at ha; omega
    rw [hb.neg_one_pow, ha.neg_one_pow, neg_neg]
```

## The kernel for even n

A zero mode has the form α + βχ by the two preceding steps on diagonal invariance. In the other direction, a diagonal step changes both coordinates by one, so χ acquires two sign flips and is unchanged; the constant is unchanged trivially. Hence

ker L = span{1, χ}.

In `ker_diagLaplacian`, `1` is the constant function, and the hypotheses are `Even n` and `NeZero n`, the latter meaning n ≠ 0. Together they give n ≥ 2. At n = 2 the four diagonal neighbours are one and the same point, counted four times, and the statement still holds.

```lean
/-- For even nonzero `n`, the zero modes of the diagonal Laplacian are exactly the linear
combinations of the constant and the checkerboard. -/
theorem ker_diagLaplacian {n : ℕ} [NeZero n] (hn : Even n) :
    LinearMap.ker (diagLaplacian n) = Submodule.span ℂ {1, checkerboard n} := by
  ext u
  rw [LinearMap.mem_ker, zero_mode_iff, Submodule.mem_span_pair]
  constructor
  · intro h
    refine ⟨(u (0, 0) + u (0, 1)) / 2, (u (0, 0) - u (0, 1)) / 2, ?_⟩
    funext ⟨i, j⟩
    have hij := diagonal_invariant_form h i.val j.val
    simp only [ZMod.natCast_zmod_val] at hij
    rw [hij]
    simp only [Pi.add_apply, Pi.smul_apply, Pi.one_apply, smul_eq_mul, mul_one, checkerboard]
  · rintro ⟨c, d, rfl⟩ ⟨i, j⟩
    -- a diagonal step flips the sign twice
    have back : (-1 : ℂ) ^ (j + -1).val = -(-1) ^ j.val := by
      have s := sign_step hn (j + -1)
      rw [show j + -1 + 1 = j by ring] at s
      rw [s, neg_neg]
    constructor <;>
      simp only [Pi.add_apply, Pi.smul_apply, Pi.one_apply, checkerboard, Prod.mk_add_mk,
        pow_add, sign_step hn, back, neg_mul_neg]
```

## Two independent modes

Suppose s·1 + tχ = 0. At (0,0) and its neighbour (1,0) this reads

s + t = 0 and s − t = 0,

so s = t = 0. The two functions are independent and the kernel has dimension two. `Module.finrank ℂ` is that complex dimension; `li` is the independence argument, which is then combined with the span found above.

```lean
/-- For even nonzero `n`, the kernel of the diagonal Laplacian has dimension two. -/
theorem finrank_ker_diagLaplacian {n : ℕ} [NeZero n] (hn : Even n) :
    Module.finrank ℂ (LinearMap.ker (diagLaplacian n)) = 2 := by
  have li : LinearIndependent ℂ ![(1 : ZMod n × ZMod n → ℂ), checkerboard n] := by
    rw [LinearIndependent.pair_iff]
    intro s t h
    -- compare two neighbouring points, where the checkerboard has opposite signs
    have h1 := congrFun h (0, 0)
    have h2 := congrFun h (0 + 1, 0)
    simp only [Pi.add_apply, Pi.smul_apply, Pi.one_apply, Pi.zero_apply, smul_eq_mul,
      checkerboard, pow_add, sign_step hn, ZMod.val_zero, pow_zero] at h1 h2
    exact ⟨by linear_combination (h1 + h2) / 2, by linear_combination (h1 - h2) / 2⟩
  have hr : Set.range ![(1 : ZMod n × ZMod n → ℂ), checkerboard n] = {1, checkerboard n} :=
    Matrix.range_cons_cons_empty _ _ _
  rw [ker_diagLaplacian hn, ← hr, finrank_span_eq_card li, Fintype.card_fin]
```

## What changes for odd n, and on an infinite grid

Evenness matters already at n = 3. The neighbours of (0,0) are (1,1), (1,2), (2,1) and (2,2), where χ takes the values 1, −1, −1 and 1. Thus

(Lχ)(0,0) = 1 − 1 − 1 + 1 − 4·1 = −4,

and χ is not a zero mode.

For every odd n only the constants remain. The point (0, n) is the same as (0, 0), but n steps along the column reverse the sign, so

α + β = u(0,0) = u(0,n) = α − β,

which forces β = 0. This is `h0` in the proof below, and the last line of that direction uses it to remove the alternating part.

The condition n ≠ 0 excludes a different case. Zero is even, and `ZMod 0` is the set of all integers, so the grid would be infinite. There u(i, j) = i satisfies

(i+1) + (i+1) + (i−1) + (i−1) − 4i = 0,

yet it is not a combination of 1 and χ. Evenness alone is therefore not enough.

```lean
/-- For odd `n`, the zero modes of the diagonal Laplacian are exactly the constants. -/
theorem ker_diagLaplacian_odd {n : ℕ} [NeZero n] (hn : Odd n) :
    LinearMap.ker (diagLaplacian n) = Submodule.span ℂ {1} := by
  ext u
  rw [LinearMap.mem_ker, zero_mode_iff, Submodule.mem_span_singleton]
  constructor
  · intro h
    -- one trip around the grid takes an odd number of steps
    have h0 := diagonal_invariant_form h 0 n
    rw [Nat.cast_zero, ZMod.natCast_self, zero_add, hn.neg_one_pow] at h0
    refine ⟨u (0, 0), ?_⟩
    funext ⟨i, j⟩
    have hij := diagonal_invariant_form h i.val j.val
    simp only [ZMod.natCast_zmod_val] at hij
    rw [hij]
    simp only [Pi.smul_apply, Pi.one_apply, smul_eq_mul]
    linear_combination (1 - (-1) ^ (i.val + j.val)) / 2 * h0
  · rintro ⟨c, rfl⟩ p
    exact ⟨rfl, rfl⟩

end

end DiagonalLaplacian
```

```lean
#print axioms DiagonalLaplacian.ker_diagLaplacian
-- 'DiagonalLaplacian.ker_diagLaplacian' depends on axioms: [propext, Classical.choice, Quot.sound]
#print axioms DiagonalLaplacian.finrank_ker_diagLaplacian
-- 'DiagonalLaplacian.finrank_ker_diagLaplacian' depends on axioms: [propext, Classical.choice, Quot.sound]
#print axioms DiagonalLaplacian.ker_diagLaplacian_odd
-- 'DiagonalLaplacian.ker_diagLaplacian_odd' depends on axioms: [propext, Classical.choice, Quot.sound]
```
